# In parabolic bands, equilibrium np lies strictly below its Boltzmann value

I model a bulk semiconductor by two parabolic bands with fixed edges $E_c$ and $E_v$ and one common chemical potential $\mu$. With Boltzmann statistics $\mu$ drops out of $np$, which leaves $N_cN_v e^{-\beta(E_c-E_v)}$. In a strongly n-type sample, though, the electrons are degenerate while the holes are still almost classical. Is $np$ then always below the Boltzmann value, or can it exceed it for some $\mu$? And is there a floor under the reduction?

## One degeneracy factor for each band

It is always below, and there is no positive floor. Let $\beta$ be the inverse temperature, $N_c,N_v>0$ the effective densities of states, and

$$F(\eta)=\frac{2}{\sqrt\pi}\int_0^\infty\frac{\sqrt x\,dx}{1+e^{x-\eta}},\qquad R(\eta)=\frac{2}{\sqrt\pi}\int_0^\infty\frac{\sqrt x\,dx}{e^x+e^\eta}.$$

Here $x$ is the kinetic energy and $\eta$ the chemical potential measured from the band edge, both in units of $1/\beta$. The factor $\sqrt x$ comes from the density of states of a parabolic band in three dimensions. For holes, energies are counted downwards. The densities are $n=N_cF(\beta(\mu-E_c))$ and $p=N_vF(\beta(E_v-\mu))$.

Since $e^x+e^\eta=e^\eta(1+e^{x-\eta})$, we have $F(\eta)=e^\eta R(\eta)$. The two exponents add up to $-\beta(E_c-E_v)$, so

$$np=N_cN_v\,e^{-\beta(E_c-E_v)}\,R(\beta(\mu-E_c))\,R(\beta(E_v-\mu)).$$

It remains to study $R$. For $c\ge0$ put $w_c(x)=\sqrt x/(e^x+c)$ and $I(c)=\int_0^\infty w_c\,dx$.

- The Boltzmann case is $I(0)=\int_0^\infty\sqrt x\,e^{-x}dx=\Gamma(3/2)=\tfrac12\Gamma(1/2)=\sqrt\pi/2$. As $0\le w_c\le w_0$, every $I(c)$ is finite.
- For $0\le a<b$ and $x>0$,
$$w_a-w_b=\frac{(b-a)\sqrt x}{(e^x+a)(e^x+b)}>0,$$
so $I(b)<I(a)$. Hence $R(\eta)=\frac{2}{\sqrt\pi}I(e^\eta)$ is strictly decreasing and less than $\frac{2}{\sqrt\pi}I(0)=1$. It is positive because $I(e^\eta)>I(e^\eta+1)\ge0$.
- As $\eta\to-\infty$ the integrand tends to $w_0$, and as $\eta\to+\infty$ it tends to $0$. Dominated convergence with bound $w_0$ gives $R\to1$ and $R\to0$.

Both factors lie strictly between 0 and 1, which gives the strict inequality for $np$. For $\beta>0$ and $\mu\to+\infty$, the electron factor tends to 0 and the hole factor to 1, so $np\to0$.

## What the Lean statements say

`weight c x` is $w_c(x)$, `degeneracyFactor` is $R$, and `fermiHalf` is $F$, defined separately by its Fermi-Dirac integrand. `Ioi 0` is the half-line $x>0$. `electronDensity` and `holeDensity` are $n$ and $p$.

`degeneracyFactor_main` states that $R$ is strictly decreasing (`StrictAnti`), lies strictly between 0 and 1, and tends to 1 at $-\infty$ (`atBot`). `np_lt_boltzmann` assumes positive `Nc` and `Nv`, which stand for bands that have states to fill. It holds for every real `β`, of which the positive values describe ordinary thermal equilibrium. `np_tendsto_zero` does require `0 < β`.

The carriers are non-interacting, and $\mu$ is a free parameter, not the solution of a charge-neutrality condition. The comparison keeps the band edges fixed, so a gap that narrows with doping would change the reference value too. For device simulation with such non-interacting parabolic bands, the result means that the mass-action law with the Boltzmann value $N_cN_v e^{-\beta(E_c-E_v)}$ overestimates the equilibrium $np$. It does not compare $np$ with the square of the exact intrinsic density, which itself lies below that value.

```lean
import Mathlib

open MeasureTheory Filter Set Topology

namespace CarrierDegeneracy

noncomputable section

/-- The integrand `√x / (exp x + c)` at reduced kinetic energy `x`, for `c ≥ 0`;
`c = 0` is Boltzmann statistics and `c = exp η` is Fermi-Dirac statistics. -/
def weight (c x : ℝ) : ℝ := √x / (Real.exp x + c)

/-- The degeneracy factor `R(η)`, where `η` is the reduced chemical potential
measured from the band edge. -/
def degeneracyFactor (η : ℝ) : ℝ :=
  2 / √Real.pi * ∫ x in Ioi (0 : ℝ), weight (Real.exp η) x

/-- The normalised Fermi integral of order one half. -/
def fermiHalf (η : ℝ) : ℝ :=
  2 / √Real.pi * ∫ x in Ioi (0 : ℝ), √x / (1 + Real.exp (x - η))

/-- Electron density in a parabolic conduction band with edge `Ec` and effective density
of states `Nc`, at inverse temperature `β` and chemical potential `μ`. -/
def electronDensity (Nc Ec β μ : ℝ) : ℝ := Nc * fermiHalf (β * (μ - Ec))

/-- Hole density in a parabolic valence band with edge `Ev` and effective density
of states `Nv`, at inverse temperature `β` and chemical potential `μ`. -/
def holeDensity (Nv Ev β μ : ℝ) : ℝ := Nv * fermiHalf (β * (Ev - μ))

/-- The Boltzmann integrand is integrable over positive energies, with integral `√π / 2`. -/
theorem boltzmann_integral :
    IntegrableOn (weight 0) (Ioi 0) ∧ ∫ x in Ioi (0 : ℝ), weight 0 x = √Real.pi / 2 := by
  have key : ∀ x : ℝ, Real.exp (-x) * x ^ ((3 / 2 : ℝ) - 1) = weight 0 x := by
    intro x
    unfold weight
    rw [Real.sqrt_eq_rpow, add_zero, Real.exp_neg,
      show (3 / 2 : ℝ) - 1 = 1 / 2 by norm_num, inv_mul_eq_div]
  -- both facts are read off from the Gamma function at 3/2
  have hG : Real.Gamma (3 / 2) = √Real.pi / 2 := by
    rw [show (3 / 2 : ℝ) = 1 / 2 + 1 by norm_num, Real.Gamma_add_one (by norm_num),
      Real.Gamma_one_half_eq]
    ring
  have h1 := Real.GammaIntegral_convergent (s := 3 / 2) (by norm_num)
  have h2 := Real.Gamma_eq_integral (s := 3 / 2) (by norm_num)
  simp only [key] at h1 h2
  exact ⟨h1, by rw [← h2, hG]⟩

/-- For `c ≥ 0` the integrand is bounded in size by the Boltzmann integrand. -/
theorem norm_weight_le {c : ℝ} (hc : 0 ≤ c) (x : ℝ) : ‖weight c x‖ ≤ weight 0 x := by
  have hx := Real.exp_pos x
  unfold weight
  rw [Real.norm_of_nonneg (div_nonneg (Real.sqrt_nonneg x) (by linarith))]
  exact div_le_div_of_nonneg_left (Real.sqrt_nonneg x) (by linarith) (by linarith)

/-- For `0 ≤ a < b` the integral over positive energies is strictly smaller
with `b` than with `a` in the denominator. -/
theorem integral_weight_lt {a b : ℝ} (ha : 0 ≤ a) (hab : a < b) :
    ∫ x in Ioi (0 : ℝ), weight b x < ∫ x in Ioi (0 : ℝ), weight a x := by
  have hint : ∀ c : ℝ, 0 ≤ c → Integrable (weight c) (volume.restrict (Ioi 0)) :=
    fun c hc => Integrable.mono' boltzmann_integral.1
      (Real.continuous_sqrt.measurable.div
        (Real.measurable_exp.add_const c)).aestronglyMeasurable
      (Eventually.of_forall (norm_weight_le hc))
  have hia := hint a ha
  have hib := hint b (ha.trans hab.le)
  -- the difference of the integrands is positive at every positive energy
  have hpos : ∀ x ∈ Ioi (0 : ℝ), 0 < (weight a - weight b) x := by
    intro x hx
    have he := Real.exp_pos x
    exact sub_pos.2 (div_lt_div_of_pos_left (Real.sqrt_pos.2 hx)
      (by linarith) (by linarith))
  have h : 0 < ∫ x in Ioi (0 : ℝ), (weight a - weight b) x := by
    refine (setIntegral_pos_iff_support_of_nonneg_ae
      ((ae_restrict_iff' measurableSet_Ioi).2
        (Eventually.of_forall fun x hx => (hpos x hx).le)) (hia.sub hib)).2 ?_
    have hs : Function.support (weight a - weight b) ∩ Ioi 0 = Ioi 0 :=
      inter_eq_right.2 fun x hx => (hpos x hx).ne'
    rw [hs, Real.volume_Ioi]
    simp
  rw [integral_sub' hia hib] at h
  linarith

/-- If the Fermi-Dirac integrand converges at each energy along a countably generated
filter of reduced chemical potentials, the degeneracy factor converges to the
normalised integral of the limit. -/
theorem tendsto_degeneracyFactor {l : Filter ℝ} [l.IsCountablyGenerated] {f : ℝ → ℝ}
    (h : ∀ x, Tendsto (fun η => weight (Real.exp η) x) l (𝓝 (f x))) :
    Tendsto degeneracyFactor l (𝓝 (2 / √Real.pi * ∫ x in Ioi (0 : ℝ), f x)) := by
  -- dominated convergence, with the Boltzmann integrand as the bound
  refine Tendsto.const_mul _ (tendsto_integral_filter_of_dominated_convergence (weight 0)
    (Eventually.of_forall fun η => ?_)
    (Eventually.of_forall fun η => Eventually.of_forall
      (norm_weight_le (Real.exp_pos η).le))
    boltzmann_integral.1 (Eventually.of_forall h))
  exact (Real.continuous_sqrt.measurable.div
    (Real.measurable_exp.add_const (Real.exp η))).aestronglyMeasurable

/-- The degeneracy factor is strictly decreasing, lies strictly between 0 and 1, and tends
to 1 as the reduced chemical potential tends to minus infinity. -/
theorem degeneracyFactor_main :
    StrictAnti degeneracyFactor ∧
    (∀ η, 0 < degeneracyFactor η ∧ degeneracyFactor η < 1) ∧
    Tendsto degeneracyFactor atBot (𝓝 1) := by
  have hpi : 0 < √Real.pi := Real.sqrt_pos.2 Real.pi_pos
  have hC : 0 < 2 / √Real.pi := div_pos two_pos hpi
  have hone : 2 / √Real.pi * ∫ x in Ioi (0 : ℝ), weight 0 x = 1 := by
    rw [boltzmann_integral.2]
    field_simp
  refine ⟨fun a b hab => mul_lt_mul_of_pos_left
    (integral_weight_lt (Real.exp_pos a).le (Real.exp_lt_exp.2 hab)) hC,
    fun η => ⟨mul_pos hC ?_, ?_⟩, ?_⟩
  · -- a still larger denominator gives a smaller, yet nonnegative, integral
    have he := Real.exp_pos η
    refine lt_of_le_of_lt (integral_nonneg fun x => ?_)
      (integral_weight_lt he.le (lt_add_one (Real.exp η)))
    exact div_nonneg (Real.sqrt_nonneg x) (by linarith [Real.exp_pos x])
  · rw [← hone]
    exact mul_lt_mul_of_pos_left (integral_weight_lt le_rfl (Real.exp_pos η)) hC
  · rw [← hone]
    refine tendsto_degeneracyFactor fun x => ?_
    exact tendsto_const_nhds.div (tendsto_const_nhds.add Real.tendsto_exp_atBot)
      (by linarith [Real.exp_pos x] : Real.exp x + 0 > 0).ne'

/-- The degeneracy factor tends to 0 as the reduced chemical potential tends to infinity. -/
theorem degeneracyFactor_tendsto_zero : Tendsto degeneracyFactor atTop (𝓝 0) := by
  have h := tendsto_degeneracyFactor (l := atTop) (f := fun _ => 0) fun x =>
    tendsto_const_nhds.div_atTop
      (tendsto_atTop_add_const_left atTop (Real.exp x) Real.tendsto_exp_atTop)
  simpa using h

/-- The Fermi integral is the Boltzmann factor `exp η` times the degeneracy factor. -/
theorem fermiHalf_eq (η : ℝ) : fermiHalf η = Real.exp η * degeneracyFactor η := by
  have key : ∀ x : ℝ, √x / (1 + Real.exp (x - η)) =
      Real.exp η * weight (Real.exp η) x := by
    intro x
    have h : Real.exp x + Real.exp η = Real.exp η * (1 + Real.exp (x - η)) := by
      rw [mul_add, mul_one, ← Real.exp_add, add_sub_cancel, add_comm]
    unfold weight
    rw [h, ← mul_div_assoc, mul_div_mul_left _ _ (Real.exp_pos η).ne']
  unfold fermiHalf degeneracyFactor
  simp_rw [key]
  rw [integral_const_mul]
  ring

/-- The np product is its Boltzmann value times the degeneracy factors of the two bands. -/
theorem np_eq (Nc Nv Ec Ev β μ : ℝ) :
    electronDensity Nc Ec β μ * holeDensity Nv Ev β μ =
      Nc * Nv * Real.exp (-(β * (Ec - Ev))) *
        (degeneracyFactor (β * (μ - Ec)) * degeneracyFactor (β * (Ev - μ))) := by
  -- the chemical potential cancels between the two Boltzmann factors
  have h : Real.exp (-(β * (Ec - Ev))) =
      Real.exp (β * (μ - Ec)) * Real.exp (β * (Ev - μ)) := by
    rw [← Real.exp_add]
    congr 1
    ring
  unfold electronDensity holeDensity
  rw [fermiHalf_eq, fermiHalf_eq, h]
  ring

/-- For positive effective densities of states, the np product is strictly below its
Boltzmann value at every chemical potential. -/
theorem np_lt_boltzmann {Nc Nv : ℝ} (hc : 0 < Nc) (hv : 0 < Nv) (Ec Ev β μ : ℝ) :
    electronDensity Nc Ec β μ * holeDensity Nv Ev β μ <
      Nc * Nv * Real.exp (-(β * (Ec - Ev))) := by
  obtain ⟨h1, h1'⟩ := degeneracyFactor_main.2.1 (β * (μ - Ec))
  obtain ⟨h2, h2'⟩ := degeneracyFactor_main.2.1 (β * (Ev - μ))
  rw [np_eq]
  exact mul_lt_of_lt_one_right (mul_pos (mul_pos hc hv) (Real.exp_pos _))
    (by nlinarith [mul_pos h1 (sub_pos.2 h2')])

/-- At positive inverse temperature and fixed band edges, the np product tends to zero
as the chemical potential tends to infinity. -/
theorem np_tendsto_zero (Nc Nv Ec Ev : ℝ) {β : ℝ} (hβ : 0 < β) :
    Tendsto (fun μ => electronDensity Nc Ec β μ * holeDensity Nv Ev β μ) atTop (𝓝 0) := by
  have hn : Tendsto (fun μ : ℝ => μ - Ec) atTop atTop := by
    simpa only [sub_eq_add_neg, id_eq] using
      tendsto_atTop_add_const_right atTop (-Ec) tendsto_id
  have hp : Tendsto (fun μ : ℝ => Ev - μ) atTop atBot := by
    simpa only [sub_eq_add_neg] using
      tendsto_atBot_add_const_left atTop Ev tendsto_neg_atTop_atBot
  -- the electron factor tends to 0 while the hole factor tends to 1
  have h := ((degeneracyFactor_tendsto_zero.comp (hn.const_mul_atTop hβ)).mul
    (degeneracyFactor_main.2.2.comp (hp.const_mul_atBot hβ))).const_mul
      (Nc * Nv * Real.exp (-(β * (Ec - Ev))))
  rw [zero_mul, mul_zero] at h
  simp_rw [np_eq]
  exact h

end

end CarrierDegeneracy
```

```lean
#print axioms CarrierDegeneracy.np_lt_boltzmann
#print axioms CarrierDegeneracy.np_tendsto_zero
```

```
'CarrierDegeneracy.np_lt_boltzmann' depends on axioms: [propext, Classical.choice, Quot.sound]
'CarrierDegeneracy.np_tendsto_zero' depends on axioms: [propext, Classical.choice, Quot.sound]
```

## From the Gamma function to the np product

`boltzmann_integral` obtains integrability and the value $\sqrt\pi/2$ from Mathlib's Gamma integral at $3/2$. `norm_weight_le` is the bound $w_c\le w_0$.

`integral_weight_lt` is the comparison $I(b)<I(a)$. The difference of the integrands is nonzero on the whole half-line, which has positive measure, so `setIntegral_pos_iff_support_of_nonneg_ae` makes its integral positive.

`tendsto_degeneracyFactor` is the dominated convergence step, stated once for both limits. `degeneracyFactor_main` combines it with the comparison, using `hone` for the normalisation $\frac{2}{\sqrt\pi}I(0)=1$, and `degeneracyFactor_tendsto_zero` supplies the other limit.

`fermiHalf_eq` factors out $e^\eta$, and `np_eq` cancels $\mu$ between the exponentials. In `np_lt_boltzmann`, `nlinarith` shows that the product of the two factors is below 1. `np_tendsto_zero` multiplies their limits.
